# The norm of the N-pair part of a BCS state from an elementary symmetric polynomial

A BCS state in general superposes configurations with different numbers of pairs, and so of particles, whereas an isolated molecule or nucleus has a definite number of electrons or nucleons. How much of the state lies in the sector with $N$ pairs, and what does that part look like?

Take a finite set of levels $i$, each either empty or holding one pair.

```lean
import Mathlib

open Complex ComplexConjugate

namespace BCSNumberProjection

noncomputable section

variable {ι : Type*} [Fintype ι] [DecidableEq ι]
```

A configuration is the set $S$ of occupied levels, with complement $S^c$. The state $\prod_i(u_i+v_ib_i^\dagger)|0\rangle$, where $b_i^\dagger$ creates a pair in level $i$, has the amplitude

$$\psi(S)=\prod_{i\in S}v_i\prod_{i\in S^c}u_i .$$

The coefficients are given complex numbers; no Hamiltonian determines them.

```lean
/-- The BCS amplitude of the configuration in which exactly the levels in `S` hold a pair. -/
def bcsAmp (u v : ι → ℂ) (S : Finset ι) : ℂ := (∏ i ∈ S, v i) * ∏ i ∈ Sᶜ, u i
```

The antisymmetrised geminal power (AGP) with coefficients $c_i$ has amplitude $\prod_{i\in S}c_i$ if $|S|=N$ and zero otherwise. This is $(\sum_i c_ib_i^\dagger)^N|0\rangle/N!$.

```lean
/-- The amplitudes of the `N`-pair AGP state with geminal coefficients `c`. -/
def agpAmp (N : ℕ) (c : ι → ℂ) (S : Finset ι) : ℂ :=
  if S.card = N then ∏ i ∈ S, c i else 0
```

A gauge rotation by $\varphi$ gives each pair, not each electron, a phase $e^{i\varphi}$. In the formulas from here on, a subscript $i$ labels a level, and any other $i$ is the imaginary unit, `I` in Lean.

```lean
/-- The gauge rotation by `φ`: a configuration with `n` pairs acquires the phase `exp(i n φ)`. -/
def gaugeRotate (φ : ℝ) (ψ : Finset ι → ℂ) (S : Finset ι) : ℂ :=
  exp (S.card * (φ * I)) * ψ S
```

Number projection $P_N$ averages the rotated state over $[0,2\pi]$ with weight $e^{-iN\varphi}$.

```lean
/-- The average of the gauge-rotated state over all angles, with weight `exp(-i N φ)`. -/
def numberProject (N : ℕ) (ψ : Finset ι → ℂ) (S : Finset ι) : ℂ :=
  (2 * Real.pi : ℂ)⁻¹ *
    ∫ φ in (0 : ℝ)..(2 * Real.pi), exp (-(N * (φ * I))) * gaugeRotate φ ψ S
```

The inner product is conjugate-linear in its first argument.

```lean
/-- The inner product of two states in the basis of pair configurations. -/
def overlap (ψ χ : Finset ι → ℂ) : ℂ := ∑ S, conj (ψ S) * χ S
```

The elementary symmetric polynomial is $e_N(x)=\sum_{|S|=N}\prod_{i\in S}x_i$.

```lean
/-- The elementary symmetric polynomial of degree `N` in the level variables `x`. -/
def elemSymm (N : ℕ) (x : ι → ℂ) : ℂ :=
  ∑ S ∈ Finset.powersetCard N Finset.univ, ∏ i ∈ S, x i
```

The discrete angles are $\varphi_k=2\pi k/M$.

```lean
/-- The `m`-th of `M` equally spaced gauge angles. -/
def gridAngle (M m : ℕ) : ℝ := 2 * Real.pi * m / M
```

## (a) Squared moduli of a product

Show that $\prod_{i\in S}|f_i|^2=\overline{\prod_{i\in S}f_i}\,\prod_{i\in S}f_i$.

**Solution.** Write $|f_i|^2=\overline{f_i}f_i$ and use that conjugation respects products. Lean keeps the moduli as complex numbers, so both sides have the same type.

```lean
omit [Fintype ι] [DecidableEq ι] in
/-- A product of squared moduli is the squared modulus of the product. -/
theorem prod_norm_sq (S : Finset ι) (f : ι → ℂ) :
    ∏ i ∈ S, (‖f i‖ : ℂ) ^ 2 = conj (∏ i ∈ S, f i) * ∏ i ∈ S, f i := by
  rw [map_prod, ← Finset.prod_mul_distrib]
  exact Finset.prod_congr rfl (fun i _ => (Complex.conj_mul' _).symm)
```

## (b) Orthogonality of the phases

Average $e^{-iN\varphi}e^{in\varphi}$ over a full turn, for natural numbers $n$ and $N$.

**Solution.** For $n=N$ the integrand is 1 and so is the average. Otherwise

$$\int_0^{2\pi}e^{i(n-N)\varphi}d\varphi=\frac{e^{2\pi i(n-N)}-1}{i(n-N)}=0 .$$

The step `h1` supplies $e^{2\pi i(n-N)}=1$.

```lean
/-- The gauge average of `exp(-i N φ) exp(i n φ)` is one for `n = N` and zero otherwise. -/
theorem phase_average (n N : ℕ) :
    (2 * Real.pi : ℂ)⁻¹ * ∫ φ in (0 : ℝ)..(2 * Real.pi),
      exp (-(N * (φ * I))) * exp (n * (φ * I)) = if n = N then 1 else 0 := by
  have h : ∀ φ : ℝ, exp (-(N * (φ * I))) * exp (n * (φ * I))
      = exp (((n : ℂ) - N) * I * φ) := by
    intro φ
    rw [← Complex.exp_add]
    congr 1
    ring
  simp_rw [h]
  split_ifs with hn
  · subst hn
    have hpi : (Real.pi : ℂ) ≠ 0 := by exact_mod_cast Real.pi_ne_zero
    simp only [sub_self, zero_mul, Complex.exp_zero, intervalIntegral.integral_const,
      sub_zero, Complex.real_smul, mul_one]
    push_cast
    field_simp
  · have hc : ((n : ℂ) - N) * I ≠ 0 :=
      mul_ne_zero (sub_ne_zero.mpr (by exact_mod_cast hn)) I_ne_zero
    -- the phase returns to one after a full turn
    have h1 : exp (((n : ℂ) - N) * I * ((2 * Real.pi : ℝ) : ℂ)) = 1 := by
      rw [Complex.exp_eq_one_iff]
      exact ⟨(n : ℤ) - N, by push_cast; ring⟩
    rw [integral_exp_mul_complex hc, h1]
    simp
```

## (c) What projection does to an amplitude

Find $(P_N\psi)(S)$ for any state $\psi$.

**Solution.** The factor $\psi(S)$ does not depend on $\varphi$ and leaves the integral. By (b) with $n=|S|$, the result is $\psi(S)$ if $|S|=N$ and zero otherwise.

```lean
omit [Fintype ι] [DecidableEq ι] in
/-- Number projection keeps the amplitudes with exactly `N` pairs and removes all others. -/
theorem numberProject_apply (N : ℕ) (ψ : Finset ι → ℂ) (S : Finset ι) :
    numberProject N ψ S = if S.card = N then ψ S else 0 := by
  unfold numberProject gaugeRotate
  have h : ∀ φ : ℝ, exp (-(N * (φ * I))) * (exp (S.card * (φ * I)) * ψ S)
      = (exp (-(N * (φ * I))) * exp (S.card * (φ * I))) * ψ S :=
    fun φ => (mul_assoc _ _ _).symm
  simp_rw [h]
  rw [intervalIntegral.integral_mul_const, ← mul_assoc, phase_average]
  split_ifs <;> simp
```

## (d) The projected BCS state is an AGP

Let every $u_i\neq0$, so that no level is certain to be occupied. Identify the projected BCS state.

**Solution.** For $|S|=N$,

$$\prod_{i\in S}v_i\prod_{i\in S^c}u_i=\Big(\prod_i u_i\Big)\prod_{i\in S}\frac{v_i}{u_i},$$

an AGP amplitude with $c_i=v_i/u_i$, times a constant. Other configurations vanish on both sides. In Lean, `key` cancels the $u_i$ over $S$.

```lean
/-- The `N`-pair part of the BCS state is the AGP state with geminal coefficients `v i / u i`,
multiplied by the product of all `u i`. -/
theorem numberProject_bcs (N : ℕ) {u : ι → ℂ} (v : ι → ℂ) (hu : ∀ i, u i ≠ 0)
    (S : Finset ι) : numberProject N (bcsAmp u v) S
      = (∏ i, u i) * agpAmp N (fun i => v i / u i) S := by
  rw [numberProject_apply]
  unfold agpAmp
  split_ifs
  · rw [bcsAmp, ← Finset.prod_mul_prod_compl S u, Finset.prod_div_distrib]
    have hS : ∏ i ∈ S, u i ≠ 0 := Finset.prod_ne_zero_iff.mpr (fun i _ => hu i)
    have key : (∏ i ∈ S, u i) * ((∏ i ∈ S, v i) / ∏ i ∈ S, u i) = ∏ i ∈ S, v i := by
      field_simp
    linear_combination (-(∏ i ∈ Sᶜ, u i)) * key
  · simp
```

## (e) The rotated overlap factorises

Compute the overlap of the BCS state with its copy rotated by $\varphi$.

**Solution.** By (a), it is

$$\sum_S\prod_{i\in S}|v_i|^2e^{i\varphi}\prod_{i\in S^c}|u_i|^2=\prod_i\left(|u_i|^2+|v_i|^2e^{i\varphi}\right),$$

since expanding the product chooses one term per level. `Finset.prod_add` performs this expansion.

```lean
/-- The overlap of the BCS state with its gauge-rotated copy factorises over the levels. -/
theorem overlap_gaugeRotate_bcs (u v : ι → ℂ) (φ : ℝ) :
    overlap (bcsAmp u v) (gaugeRotate φ (bcsAmp u v))
      = ∏ i, ((‖u i‖ : ℂ) ^ 2 + (‖v i‖ : ℂ) ^ 2 * exp (φ * I)) := by
  simp_rw [add_comm ((‖u _‖ : ℂ) ^ 2)]
  -- each level contributes either its occupied or its empty term
  rw [Finset.prod_add, Finset.powerset_univ]
  refine Finset.sum_congr rfl (fun S _ => ?_)
  rw [← Finset.compl_eq_univ_sdiff, Finset.prod_mul_distrib, Finset.prod_const,
    prod_norm_sq, prod_norm_sq, gaugeRotate, Complex.exp_nat_mul, bcsAmp, map_mul]
  ring
```

## (f) The averaged overlap is a squared norm

Average the rotated overlap of any $\psi$ with weight $e^{-iN\varphi}$.

**Solution.** Exchange the integral with the finite sum, which continuity permits, and apply (c):

$$\sum_S\overline{\psi(S)}(P_N\psi)(S)=\sum_{|S|=N}|\psi(S)|^2=\langle P_N\psi|P_N\psi\rangle .$$

```lean
omit [DecidableEq ι] in
/-- The gauge average of the rotated overlap is the squared norm of the projected state. -/
theorem average_overlap (N : ℕ) (ψ : Finset ι → ℂ) :
    (2 * Real.pi : ℂ)⁻¹ * ∫ φ in (0 : ℝ)..(2 * Real.pi),
      exp (-(N * (φ * I))) * overlap ψ (gaugeRotate φ ψ)
      = overlap (numberProject N ψ) (numberProject N ψ) := by
  have h : ∀ φ : ℝ, exp (-(N * (φ * I))) * overlap ψ (gaugeRotate φ ψ)
      = ∑ S, conj (ψ S) * (exp (-(N * (φ * I))) * gaugeRotate φ ψ S) := by
    intro φ
    simp only [overlap, Finset.mul_sum]
    exact Finset.sum_congr rfl (fun S _ => by ring)
  simp_rw [h]
  rw [intervalIntegral.integral_finsetSum, Finset.mul_sum]
  · unfold overlap
    refine Finset.sum_congr rfl (fun S _ => ?_)
    rw [intervalIntegral.integral_const_mul, mul_left_comm]
    change conj (ψ S) * numberProject N ψ S = _
    rw [numberProject_apply]
    split_ifs <;> simp
  · intro S _
    apply Continuous.intervalIntegrable
    unfold gaugeRotate
    fun_prop
```

## (g) The norm of an AGP

Compute the squared norm of the AGP.

**Solution.** By (a), it is $\sum_{|S|=N}\prod_{i\in S}|c_i|^2=e_N(|c|^2)$.

```lean
omit [DecidableEq ι] in
/-- The squared norm of the AGP state is the elementary symmetric polynomial of degree `N`
in the squared moduli of the geminal coefficients. -/
theorem agp_norm (N : ℕ) (c : ι → ℂ) :
    overlap (agpAmp N c) (agpAmp N c) = elemSymm N (fun i => (‖c i‖ : ℂ) ^ 2) := by
  unfold overlap elemSymm agpAmp
  rw [Finset.powersetCard_eq_filter, Finset.powerset_univ, Finset.sum_filter]
  refine Finset.sum_congr rfl (fun S _ => ?_)
  rw [prod_norm_sq]
  split_ifs <;> simp
```

## (h) The weight of the N-pair sector

For $u_i\ne0$, evaluate the gauge average of the product in (e).

**Solution.** Parts (e) and (f) make it the squared norm of the projected state; (d) and (g) evaluate that norm:

$$\frac1{2\pi}\int_0^{2\pi}e^{-iN\varphi}\prod_i(|u_i|^2+|v_i|^2e^{i\varphi})\,d\varphi=\prod_i|u_i|^2\;e_N(|v/u|^2).$$

For real coefficients the moduli can be dropped. If $|u_i|^2+|v_i|^2=1$, which is not assumed, this is the probability of finding $N$ pairs; in general, divide by $\prod_i(|u_i|^2+|v_i|^2)$. A single level gives $|u|^2$ for $N=0$, $|v|^2$ for $N=1$ and zero beyond.

```lean
/-- Number projection of BCS: the gauge integral is the squared norm of the `N`-pair component,
which is the product of the `|u i|²` times the elementary symmetric polynomial of degree `N`
in the `|v i / u i|²`. -/
theorem bcs_number_projection (N : ℕ) {u : ι → ℂ} (v : ι → ℂ) (hu : ∀ i, u i ≠ 0) :
    (2 * Real.pi : ℂ)⁻¹ * (∫ φ in (0 : ℝ)..(2 * Real.pi), exp (-(N * (φ * I))) *
        ∏ i, ((‖u i‖ : ℂ) ^ 2 + (‖v i‖ : ℂ) ^ 2 * exp (φ * I)))
      = overlap (numberProject N (bcsAmp u v)) (numberProject N (bcsAmp u v)) ∧
    overlap (numberProject N (bcsAmp u v)) (numberProject N (bcsAmp u v))
      = (∏ i, (‖u i‖ : ℂ) ^ 2) * elemSymm N (fun i => (‖v i / u i‖ : ℂ) ^ 2) := by
  constructor
  · simpa only [overlap_gaugeRotate_bcs] using average_overlap N (bcsAmp u v)
  · have hf : numberProject N (bcsAmp u v)
        = fun S => (∏ i, u i) * agpAmp N (fun i => v i / u i) S :=
      funext (numberProject_bcs N v hu)
    have hn : overlap (agpAmp N (fun i => v i / u i)) (agpAmp N (fun i => v i / u i))
        = elemSymm N (fun i => (‖v i / u i‖ : ℂ) ^ 2) := agp_norm N _
    rw [hf, ← hn, prod_norm_sq]
    simp only [overlap, Finset.mul_sum, map_mul]
    exact Finset.sum_congr rfl (fun S _ => by ring)
```

## (i) Orthogonality on a grid

Replace the integral in (b) by the mean over $\varphi_0,\dots,\varphi_{M-1}$, with $n,N<M$.

**Solution.** Put $w=e^{2\pi i(n-N)/M}$. If $n=N$, every term is 1. Otherwise $0<|n-N|<M$, so $w\ne1$ while $w^M=1$. From $(1-w)\sum_{k=0}^{M-1}w^k=1-w^M=0$ the sum vanishes.

```lean
/-- On `M` equally spaced angles, phases with pair numbers below `M` are exactly orthogonal. -/
theorem grid_phase_average {n N M : ℕ} (hn : n < M) (hN : N < M) :
    (M : ℂ)⁻¹ * ∑ k ∈ Finset.range M,
      exp (-(N * (gridAngle M k * I))) * exp (n * (gridAngle M k * I))
      = if n = N then 1 else 0 := by
  have hM : (M : ℂ) ≠ 0 := Nat.cast_ne_zero.mpr (by omega)
  have h : ∀ k : ℕ, exp (-(N * (gridAngle M k * I))) * exp (n * (gridAngle M k * I))
      = exp (((n : ℂ) - N) * (2 * Real.pi * I / M)) ^ k := by
    intro k
    rw [← Complex.exp_add, ← Complex.exp_nat_mul]
    congr 1
    unfold gridAngle
    push_cast
    ring
  simp_rw [h]
  split_ifs with hnN
  · subst hnN
    simp only [sub_self, zero_mul, Complex.exp_zero, one_pow, Finset.sum_const,
      Finset.card_range, nsmul_eq_mul, mul_one]
    exact inv_mul_cancel₀ hM
  · have hw1 : exp (((n : ℂ) - N) * (2 * Real.pi * I / M)) ^ M = 1 := by
      rw [← Complex.exp_nat_mul, Complex.exp_eq_one_iff]
      exact ⟨(n : ℤ) - N, by push_cast; field_simp⟩
    have hw : exp (((n : ℂ) - N) * (2 * Real.pi * I / M)) ≠ 1 := by
      intro h1
      obtain ⟨m, hm⟩ := Complex.exp_eq_one_iff.mp h1
      have h2 : (n : ℂ) - N = m * M := by
        apply mul_right_cancel₀ Complex.two_pi_I_ne_zero
        calc ((n : ℂ) - N) * (2 * Real.pi * I)
            = M * (((n : ℂ) - N) * (2 * Real.pi * I / M)) := by field_simp
          _ = m * M * (2 * Real.pi * I) := by rw [hm]; ring
      have h3 : (n : ℤ) - N = m * M := by exact_mod_cast h2
      -- two numbers below M cannot differ by a nonzero multiple of M
      rcases lt_trichotomy m 0 with h0 | h0 | h0
      · nlinarith
      · rw [h0, zero_mul] at h3
        omega
      · nlinarith
    have hg := mul_neg_geom_sum (exp (((n : ℂ) - N) * (2 * Real.pi * I / M))) M
    rw [hw1, sub_self] at hg
    rw [(mul_eq_zero.mp hg).resolve_left (sub_ne_zero.mpr (Ne.symm hw)), mul_zero]
```

## (j) Projection with finitely many angles

Show that the grid reproduces (h) when $M$ exceeds both $N$ and the number of levels.

**Solution.** Expand the product as in (e). Every $|S|$ is below $M$, so (i) selects $|S|=N$ exactly as the integral did. For one level and $N=1$, the angles $0$ and $\pi$ suffice:

$$\tfrac12\left[(|u|^2+|v|^2)-(|u|^2-|v|^2)\right]=|v|^2 .$$

With equally spaced angles and $M$ this large, the computed norm therefore carries no quadrature error.

```lean
/-- The gauge integral may be replaced exactly by an average over `M` equally spaced angles
when `M` exceeds both `N` and the number of levels. -/
theorem bcs_projection_on_grid {N M : ℕ} {u : ι → ℂ} (v : ι → ℂ) (hu : ∀ i, u i ≠ 0)
    (hι : Fintype.card ι < M) (hN : N < M) :
    (M : ℂ)⁻¹ * ∑ k ∈ Finset.range M, exp (-(N * (gridAngle M k * I))) *
        ∏ i, ((‖u i‖ : ℂ) ^ 2 + (‖v i‖ : ℂ) ^ 2 * exp (gridAngle M k * I))
      = (∏ i, (‖u i‖ : ℂ) ^ 2) * elemSymm N (fun i => (‖v i / u i‖ : ℂ) ^ 2) := by
  rw [← (bcs_number_projection N v hu).2]
  simp only [← overlap_gaugeRotate_bcs u v]
  simp only [overlap, gaugeRotate, Finset.mul_sum]
  rw [Finset.sum_comm]
  refine Finset.sum_congr rfl (fun S _ => ?_)
  have hS := grid_phase_average (lt_of_le_of_lt (Finset.card_le_univ S) hι) hN
  rw [numberProject_apply]
  calc _ = conj (bcsAmp u v S) * bcsAmp u v S * ((M : ℂ)⁻¹ * ∑ k ∈ Finset.range M,
        exp (-(N * (gridAngle M k * I))) * exp (S.card * (gridAngle M k * I))) := by
        rw [Finset.mul_sum, Finset.mul_sum]
        exact Finset.sum_congr rfl (fun k _ => by ring)
    _ = _ := by
        rw [hS]
        split_ifs <;> simp

end

end BCSNumberProjection
```

```lean
#print axioms BCSNumberProjection.bcs_number_projection
#print axioms BCSNumberProjection.bcs_projection_on_grid
```

```
'BCSNumberProjection.bcs_number_projection' depends on axioms: [propext, Classical.choice, Quot.sound]
'BCSNumberProjection.bcs_projection_on_grid' depends on axioms: [propext, Classical.choice, Quot.sound]
```
